# Kleinman-Bylander levels lie between the local and semilocal levels for a semidefinite potential in a finite basis

A semilocal pseudopotential adds to the local Hamiltonian \(H\) (kinetic energy plus local potential) a radial correction \(A\) in each angular-momentum channel \((l,m)\). Its matrix in a plane-wave basis does not factorise, and the Kleinman-Bylander form replaces it by a rank-one operator \(K\) built from a reference pseudo-orbital \(\varphi\). The replacement is exact on \(\varphi\). The question is where it puts the other levels.

## The bound

Let \(H\) and \(A\) be Hermitian on an \(n\)-dimensional complex space and \(c=\langle\varphi,A\varphi\rangle\), which is real. Define
\[ Kx=\frac{\langle A\varphi,x\rangle}{c}\,A\varphi . \]
Number eigenvalues in decreasing order with multiplicity, \(\lambda_0\ge\dots\ge\lambda_{n-1}\). If \(A\ge0\) (positive semidefinite) and \(c>0\), then \(A-K\ge0\) and for every \(k\)
\[ \lambda_k(H)\le\lambda_k(H+K)\le\lambda_k(H+A). \]
If \(A\le0\) and \(c<0\), then \(A-K\le0\) and both inequalities reverse. Semidefiniteness stands for a correction potential with one sign at all radii; \(c\ne0\) then means that \(\varphi\) feels it.

## Use in screening for ghost states

For a semidefinite \(A\) in one channel, one projector and a fixed single-particle \(H\) in a finite basis, the bound gives each level of \(H+K\) a window. Its ends are levels of \(H\) and \(H+A\), which a pseudopotential generator can compute. If \(A\le0\) and \(\varphi\) is the ground state of \(H+A\), the case \(k=n-1\) leaves \(H+K\) no level below the reference energy. For \(A\ge0\) the levels can fall towards those of \(H\), so a spurious low level is confined but not excluded.

## Derivation

**Expectation values.** For Hermitian \(T\) with orthonormal eigenvectors \(u_i\) and eigenvalues \(a_i\), inserting the basis gives \(\langle x,Tx\rangle=\sum_i\langle x,u_i\rangle\langle Tu_i,x\rangle=\sum_i a_i|\langle u_i,x\rangle|^2\). This is `form_eq_sum`; with \(T\) the identity it yields \(\|x\|^2\) (`hN`).

**Weyl monotonicity.** Let \(S,T\) be Hermitian with \(\langle x,Sx\rangle\le\langle x,Tx\rangle\) for all \(x\), and ordered eigenvectors \(u_i\) of \(S\), \(v_i\) of \(T\). Fix \(k\) and demand \(\langle v_i,x\rangle=0\) for \(i<k\) and \(\langle u_i,x\rangle=0\) for \(i>k\). These \(n-1\) linear conditions have a solution \(x\ne0\). It overlaps only eigenvalues of \(S\) that are at least \(\lambda_k(S)\) and eigenvalues of \(T\) that are at most \(\lambda_k(T)\), so
\[ \lambda_k(S)\|x\|^2\le\langle x,Sx\rangle\le\langle x,Tx\rangle\le\lambda_k(T)\|x\|^2 , \]
and division by \(\|x\|^2>0\) gives \(\lambda_k(S)\le\lambda_k(T)\). In `eigenvalues_mono` the map `L` collects the conditions, `hL` counts dimensions, `hv` and `hu` are the orthogonalities, and the later `h1` and `h2` are the outer inequalities, proved term by term.

**The form of \(K\).** Since \(c\) is real, \(\langle Kx,z\rangle=\langle x,A\varphi\rangle\langle A\varphi,z\rangle/c=\langle x,Kz\rangle\) for all \(x,z\) (`kb_isSymmetric`). Setting \(z=x\) gives \(\langle x,Kx\rangle=|\langle A\varphi,x\rangle|^2/c\) (`kb_form`), which is nonnegative for \(c>0\) and nonpositive for \(c<0\). Also \(K\varphi=(c/c)A\varphi=A\varphi\) (`kb_reference`).

**The residual.** Put \(\alpha=\langle A\varphi,x\rangle/c\) and \(y=x-\alpha\varphi\). Then \(Ay=Ax-\alpha A\varphi=(A-K)x\) (`hy`) and \(\langle\varphi,Ay\rangle=\langle A\varphi,x\rangle-\alpha c=0\) (`h0`). Hence
\[ \langle y,Ay\rangle=\langle x,Ay\rangle-\bar\alpha\langle\varphi,Ay\rangle=\langle x,(A-K)x\rangle , \]
which is `residual_form`, and \(A-K\) inherits the sign of \(A\). Conversely, for \(c>0\), \(A=(A-K)+K\) with \(K\ge0\), so \(A-K\ge0\) forces \(A\ge0\); `residual_psd_iff` holds both directions.

**The levels.** For \(A\ge0\) the last two steps order the forms as \(H\le H+K\le H+A\). In `kb_levels_psd`, `linarith` supplies these two form inequalities and `eigenvalues_mono` is applied to each pair; `kb_levels_nsd` does the same with signs reversed.

## The Lean file

```lean
import Mathlib

open ComplexConjugate

namespace KleinmanBylander

noncomputable section

variable {E : Type*} [NormedAddCommGroup E] [InnerProductSpace ℂ E]

/-- A Hermitian operator with `⟨x, T x⟩ ≥ 0` for every state `x`. -/
def IsPSD (T : E →ₗ[ℂ] E) : Prop :=
  T.IsSymmetric ∧ ∀ x, 0 ≤ (inner ℂ x (T x)).re

/-- A Hermitian operator with `⟨x, T x⟩ ≤ 0` for every state `x`. -/
def IsNSD (T : E →ₗ[ℂ] E) : Prop :=
  T.IsSymmetric ∧ ∀ x, (inner ℂ x (T x)).re ≤ 0

/-- The Kleinman-Bylander separable operator `K = |Aφ⟩⟨Aφ| / ⟨φ, Aφ⟩` built from the
potential `A` and the reference state `φ`. -/
def kb (A : E →ₗ[ℂ] E) (φ : E) : E →ₗ[ℂ] E where
  toFun x := (inner ℂ (A φ) x / inner ℂ φ (A φ)) • A φ
  map_add' x y := by simp only [inner_add_right, add_div, add_smul]
  map_smul' c x := by simp only [inner_smul_right, RingHom.id_apply, smul_smul, mul_div_assoc]

/-- In an orthonormal eigenbasis `u` with eigenvalues `a`, the expectation value is
`⟨x, T x⟩ = ∑ aᵢ |⟨uᵢ, x⟩|²`. -/
theorem form_eq_sum {n : ℕ} {T : E →ₗ[ℂ] E} (hT : T.IsSymmetric)
    (u : OrthonormalBasis (Fin n) ℂ E) (a : Fin n → ℝ)
    (hu : ∀ i, T (u i) = (a i : ℂ) • u i) (x : E) :
    (inner ℂ x (T x)).re = ∑ i, a i * Complex.normSq (inner ℂ (u i) x) := by
  rw [← u.sum_inner_mul_inner x (T x), Complex.re_sum]
  refine Finset.sum_congr rfl fun i _ => ?_
  rw [← hT (u i) x, hu i, inner_smul_left, ← inner_conj_symm x (u i)]
  generalize inner ℂ (u i) x = z
  simp [Complex.normSq_apply]
  ring

/-- Weyl monotonicity: if `⟨x, S x⟩ ≤ ⟨x, T x⟩` for all `x`, each ordered eigenvalue of the
Hermitian operator `S` is at most the matching one of `T`. -/
theorem eigenvalues_mono [FiniteDimensional ℂ E] {n : ℕ} (hn : Module.finrank ℂ E = n)
    {S T : E →ₗ[ℂ] E} (hS : S.IsSymmetric) (hT : T.IsSymmetric)
    (h : ∀ x, (inner ℂ x (S x)).re ≤ (inner ℂ x (T x)).re) (k : Fin n) :
    hS.eigenvalues hn k ≤ hT.eigenvalues hn k := by
  let u := hS.eigenvectorBasis hn
  let v := hT.eigenvectorBasis hn
  -- `n - 1` orthogonality conditions in dimension `n` leave a nonzero solution
  let L : E →ₗ[ℂ] ({i : Fin n // i ≠ k} → ℂ) :=
    { toFun := fun x i => inner ℂ (if i.1 < k then v i.1 else u i.1) x
      map_add' := fun x y => by
        funext i
        simp only [inner_add_right, Pi.add_apply]
      map_smul' := fun c x => by
        funext i
        simp only [inner_smul_right, Pi.smul_apply, RingHom.id_apply, smul_eq_mul] }
  have hL : ¬ Function.Injective L := fun hi => by
    have h1 := LinearMap.finrank_le_finrank_of_injective hi
    rw [hn, Module.finrank_fintype_fun_eq_card] at h1
    have h2 : Fintype.card {i : Fin n // i ≠ k} < n :=
      (Fintype.card_subtype_lt (p := fun i : Fin n => i ≠ k) (x := k) (by simp)).trans_eq
        (Fintype.card_fin n)
    omega
  obtain ⟨x, hx, hx0⟩ : ∃ x, L x = 0 ∧ x ≠ 0 := by
    by_contra hc
    refine hL ((injective_iff_map_eq_zero L).2 fun x hx => ?_)
    by_contra h0
    exact hc ⟨x, hx, h0⟩
  have hv : ∀ i, i < k → inner ℂ (v i) x = 0 := fun i hi => by
    have h0 : inner ℂ (if i < k then v i else u i) x = 0 := congrFun hx ⟨i, hi.ne⟩
    rwa [if_pos hi] at h0
  have hu : ∀ i, k < i → inner ℂ (u i) x = 0 := fun i hi => by
    have h0 : inner ℂ (if i < k then v i else u i) x = 0 := congrFun hx ⟨i, hi.ne'⟩
    rwa [if_neg (not_lt.2 hi.le)] at h0
  have hN : ∀ w : OrthonormalBasis (Fin n) ℂ E,
      ‖x‖ ^ 2 = ∑ i, 1 * Complex.normSq (inner ℂ (w i) x) := fun w =>
    (inner_self_eq_norm_sq (𝕜 := ℂ) x).symm.trans
      (form_eq_sum (T := LinearMap.id) (fun _ _ => rfl) w (fun _ => 1) (fun i => by simp) x)
  -- `x` sees only the large eigenvalues of `S` and only the small ones of `T`
  have h1 : hS.eigenvalues hn k * ‖x‖ ^ 2 ≤ (inner ℂ x (S x)).re := by
    rw [form_eq_sum hS u (hS.eigenvalues hn) (hS.apply_eigenvectorBasis hn) x, hN u,
      Finset.mul_sum]
    refine Finset.sum_le_sum fun i _ => ?_
    rcases lt_or_ge k i with hi | hi
    · rw [hu i hi]; simp
    · rw [one_mul]
      exact mul_le_mul_of_nonneg_right (hS.eigenvalues_antitone hn hi) (Complex.normSq_nonneg _)
  have h2 : (inner ℂ x (T x)).re ≤ hT.eigenvalues hn k * ‖x‖ ^ 2 := by
    rw [form_eq_sum hT v (hT.eigenvalues hn) (hT.apply_eigenvectorBasis hn) x, hN v,
      Finset.mul_sum]
    refine Finset.sum_le_sum fun i _ => ?_
    rcases lt_or_ge i k with hi | hi
    · rw [hv i hi]; simp
    · rw [one_mul]
      exact mul_le_mul_of_nonneg_right (hT.eigenvalues_antitone hn hi) (Complex.normSq_nonneg _)
  exact le_of_mul_le_mul_right (h1.trans ((h x).trans h2)) (pow_pos (norm_pos_iff.2 hx0) 2)

variable {A H : E →ₗ[ℂ] E} {φ : E}

/-- The Kleinman-Bylander operator of a Hermitian potential is Hermitian. -/
theorem kb_isSymmetric (hA : A.IsSymmetric) (φ : E) : (kb A φ).IsSymmetric := by
  intro x y
  have hd : conj (inner ℂ φ (A φ)) = inner ℂ φ (A φ) :=
    (inner_conj_symm (A φ) φ).trans (hA φ φ)
  change inner ℂ ((inner ℂ (A φ) x / inner ℂ φ (A φ)) • A φ) y
    = inner ℂ x ((inner ℂ (A φ) y / inner ℂ φ (A φ)) • A φ)
  rw [inner_smul_left, inner_smul_right, map_div₀, hd, inner_conj_symm]
  ring

/-- The expectation value of `K` is `|⟨Aφ, x⟩|² / ⟨φ, Aφ⟩`. -/
theorem kb_form (hA : A.IsSymmetric) (φ x : E) :
    (inner ℂ x (kb A φ x)).re
      = Complex.normSq (inner ℂ (A φ) x) / (inner ℂ φ (A φ)).re := by
  obtain ⟨r, hr⟩ : ∃ r : ℝ, inner ℂ φ (A φ) = (r : ℂ) :=
    ⟨_, (Complex.conj_eq_iff_re.1 ((inner_conj_symm (A φ) φ).trans (hA φ φ))).symm⟩
  change (inner ℂ x ((inner ℂ (A φ) x / inner ℂ φ (A φ)) • A φ)).re = _
  rw [inner_smul_right, hr, ← inner_conj_symm x (A φ), div_mul_eq_mul_div, Complex.mul_conj,
    ← Complex.ofReal_div, Complex.ofReal_re, Complex.ofReal_re]

/-- For Hermitian `A` with `⟨φ, Aφ⟩ ≠ 0`, `H + K` acts on the reference state `φ` exactly as `H +
A`. -/
theorem kb_reference (hA : A.IsSymmetric) (hd : inner ℂ φ (A φ) ≠ 0) :
    (H + kb A φ) φ = (H + A) φ := by
  change H φ + (inner ℂ (A φ) φ / inner ℂ φ (A φ)) • A φ = H φ + A φ
  rw [hA φ φ, div_self hd, one_smul]

/-- For Hermitian `A` with `⟨φ, Aφ⟩ ≠ 0`, the expectation value of `A - K` in `x` equals that of `A`
in `y = x - (⟨Aφ, x⟩ / ⟨φ, Aφ⟩) φ`. -/
theorem residual_form (hA : A.IsSymmetric) (hd : inner ℂ φ (A φ) ≠ 0) (x : E) :
    inner ℂ x ((A - kb A φ) x)
      = inner ℂ (x - (inner ℂ (A φ) x / inner ℂ φ (A φ)) • φ)
          (A (x - (inner ℂ (A φ) x / inner ℂ φ (A φ)) • φ)) := by
  have hy : A (x - (inner ℂ (A φ) x / inner ℂ φ (A φ)) • φ) = (A - kb A φ) x := by
    rw [map_sub, map_smul]; rfl
  -- the range of `A - K` is orthogonal to `φ`
  have h0 : inner ℂ φ ((A - kb A φ) x) = 0 := by
    change inner ℂ φ (A x - (inner ℂ (A φ) x / inner ℂ φ (A φ)) • A φ) = 0
    have hc : inner ℂ (A φ) x / inner ℂ φ (A φ) * inner ℂ φ (A φ) = inner ℂ (A φ) x := by
      field_simp
    rw [inner_sub_right, inner_smul_right, hc, ← hA φ x, sub_self]
  rw [hy, inner_sub_left, inner_smul_left, h0, mul_zero, sub_zero]

/-- For Hermitian `A` with `⟨φ, Aφ⟩ > 0`, the difference `A - K` is positive semidefinite
if and only if `A` is. -/
theorem residual_psd_iff (hA : A.IsSymmetric) (hφ : 0 < (inner ℂ φ (A φ)).re) :
    IsPSD (A - kb A φ) ↔ IsPSD A := by
  have hd : inner ℂ φ (A φ) ≠ 0 := fun h => by rw [h] at hφ; simp at hφ
  refine ⟨fun h => ⟨hA, fun x => ?_⟩, fun h => ⟨hA.sub (kb_isSymmetric hA φ), fun x => ?_⟩⟩
  · have h1 := h.2 x
    have h2 := div_nonneg (Complex.normSq_nonneg (inner ℂ (A φ) x)) hφ.le
    rw [LinearMap.sub_apply, inner_sub_right, Complex.sub_re, kb_form hA] at h1
    linarith
  · rw [residual_form hA hd]
    exact h.2 _

/-- For positive semidefinite `A` with `⟨φ, Aφ⟩ > 0`, `A - K` is positive semidefinite and each
ordered eigenvalue of `H + K` lies between the matching ones of `H` and `H + A`. -/
theorem kb_levels_psd [FiniteDimensional ℂ E] {n : ℕ} (hn : Module.finrank ℂ E = n)
    (hH : H.IsSymmetric) (hA : IsPSD A) (hφ : 0 < (inner ℂ φ (A φ)).re) :
    IsPSD (A - kb A φ) ∧ ∀ k,
      hH.eigenvalues hn k ≤ (hH.add (kb_isSymmetric hA.1 φ)).eigenvalues hn k ∧
      (hH.add (kb_isSymmetric hA.1 φ)).eigenvalues hn k ≤ (hH.add hA.1).eigenvalues hn k := by
  have hR := (residual_psd_iff hA.1 hφ).2 hA
  refine ⟨hR, fun k => ⟨eigenvalues_mono hn _ _ (fun x => ?_) k,
    eigenvalues_mono hn _ _ (fun x => ?_) k⟩⟩
  · have h2 := div_nonneg (Complex.normSq_nonneg (inner ℂ (A φ) x)) hφ.le
    rw [LinearMap.add_apply, inner_add_right, Complex.add_re, kb_form hA.1]
    linarith
  · have h1 := hR.2 x
    rw [LinearMap.sub_apply, inner_sub_right, Complex.sub_re] at h1
    simp only [LinearMap.add_apply, inner_add_right, Complex.add_re]
    linarith

/-- For negative semidefinite `A` with `⟨φ, Aφ⟩ < 0`, `A - K` is negative semidefinite and each
ordered eigenvalue of `H + K` lies between the matching ones of `H + A` and `H`. -/
theorem kb_levels_nsd [FiniteDimensional ℂ E] {n : ℕ} (hn : Module.finrank ℂ E = n)
    (hH : H.IsSymmetric) (hA : IsNSD A) (hφ : (inner ℂ φ (A φ)).re < 0) :
    IsNSD (A - kb A φ) ∧ ∀ k,
      (hH.add hA.1).eigenvalues hn k ≤ (hH.add (kb_isSymmetric hA.1 φ)).eigenvalues hn k ∧
      (hH.add (kb_isSymmetric hA.1 φ)).eigenvalues hn k ≤ hH.eigenvalues hn k := by
  have hd : inner ℂ φ (A φ) ≠ 0 := fun h => by rw [h] at hφ; simp at hφ
  have hR : IsNSD (A - kb A φ) :=
    ⟨hA.1.sub (kb_isSymmetric hA.1 φ), fun x => by
      rw [residual_form hA.1 hd]
      exact hA.2 _⟩
  refine ⟨hR, fun k => ⟨eigenvalues_mono hn _ _ (fun x => ?_) k,
    eigenvalues_mono hn _ _ (fun x => ?_) k⟩⟩
  · have h1 := hR.2 x
    rw [LinearMap.sub_apply, inner_sub_right, Complex.sub_re] at h1
    simp only [LinearMap.add_apply, inner_add_right, Complex.add_re]
    linarith
  · have h2 := div_nonpos_of_nonneg_of_nonpos (Complex.normSq_nonneg (inner ℂ (A φ) x)) hφ.le
    rw [LinearMap.add_apply, inner_add_right, Complex.add_re, kb_form hA.1]
    linarith

/-- The standard orthonormal basis of `ℂ²`. -/
def e2 : OrthonormalBasis (Fin 2) ℂ (EuclideanSpace ℂ (Fin 2)) :=
  EuclideanSpace.basisFun (Fin 2) ℂ

/-- On `ℂ²` the identity `A` and the first basis vector `φ` have `A` positive semidefinite,
`⟨φ, Aφ⟩ > 0` and `K ≠ A`. -/
theorem kb_witness :
    IsPSD (LinearMap.id : EuclideanSpace ℂ (Fin 2) →ₗ[ℂ] EuclideanSpace ℂ (Fin 2)) ∧
    0 < (inner ℂ (e2 0) (LinearMap.id (R := ℂ) (e2 0))).re ∧
    kb LinearMap.id (e2 0) ≠ LinearMap.id := by
  have hs : ∀ x : EuclideanSpace ℂ (Fin 2), (inner ℂ x x).re = ‖x‖ ^ 2 := fun x =>
    inner_self_eq_norm_sq (𝕜 := ℂ) x
  refine ⟨⟨fun _ _ => rfl, fun x => ?_⟩, ?_, fun h => ?_⟩
  · rw [LinearMap.id_apply, hs]; positivity
  · rw [LinearMap.id_apply, hs, e2.orthonormal.1 0]; norm_num
  · have h1 : (inner ℂ (e2 0) (e2 1) / inner ℂ (e2 0) (e2 0)) • e2 0 = e2 1 :=
      LinearMap.congr_fun h (e2 1)
    have h2 : inner ℂ (e2 0) (e2 1) = 0 := e2.orthonormal.2 (by decide : (0 : Fin 2) ≠ 1)
    have h3 := e2.orthonormal.1 1
    rw [h2, zero_div, zero_smul] at h1
    rw [← h1, norm_zero] at h3
    exact zero_ne_one h3

end

end KleinmanBylander
```

```lean
#print axioms KleinmanBylander.kb_reference
#print axioms KleinmanBylander.kb_levels_psd
#print axioms KleinmanBylander.kb_levels_nsd
```

```
'KleinmanBylander.kb_reference' depends on axioms: [propext, Classical.choice, Quot.sound]
'KleinmanBylander.kb_levels_psd' depends on axioms: [propext, Classical.choice, Quot.sound]
'KleinmanBylander.kb_levels_nsd' depends on axioms: [propext, Classical.choice, Quot.sound]
```

## Reading the theorems and their reach

`E` is the space spanned by the basis and `hn` fixes its dimension. `IsSymmetric` means Hermitian, and `IsPSD` and `IsNSD` add the sign of `(inner ℂ x (T x)).re`. The inner product is conjugate-linear in its first slot, so `inner ℂ (A φ) x` is linear in \(x\). The index `k` runs from \(0\) to \(n-1\) along Mathlib's decreasing `eigenvalues`, making \(\lambda_{n-1}\) the ground level. No normalisation of \(\varphi\) is assumed. At \(c=0\) Lean's division makes `kb` zero, which is why `kb_isSymmetric` and `kb_form` carry no condition on \(c\). `kb_witness` takes \(A\) as the identity on \(\mathbb{C}^2\) and \(\varphi\) as the unit vector `e2 0`, and shows \(A\ge0\), \(c>0\), \(K\ne A\).

The sign of \(A\) is assumed, not derived from a potential. Several projectors, self-consistency, the complete-basis limit, rounding and the size of the shifts are not treated. `kb_reference` carries an eigenpair \((\varepsilon,\varphi)\) of \(H+A\) over to \(H+K\) but says nothing about its index. The theorems also build \(K\) from \(A\) and \(\varphi\) within the same space; a code that forms \(A\varphi\) and \(c\) on a radial grid and then projects onto its basis generally has a different operator.

The two remarks below rest on ordinary reasoning, not on the file. Checking only the sign of \(c\), the number a generator has at hand, is not enough for the comparison with \(H+A\). With \(H=0\), \(A=\mathrm{diag}(1,-1)\), \(\varphi=(1,0)\) one has \(c=1\) and \(K=\mathrm{diag}(1,0)\), so \(\lambda_1(H+K)=0>-1=\lambda_1(H+A)\).

A statement with \(n\times n\) Hermitian matrices and \(K=A\varphi(A\varphi)^*/c\) would sit closer to the arrays in a code but presuppose an orthonormal basis. With an abstract `E`, a non-orthogonal basis enters through the inner product that its overlap matrix defines, and the \(\lambda_k\) are then generalised eigenvalues.
